# With uniform attraction, two pairs lie above twice the one-pair ground energy

Put two electron pairs on two levels with single-electron energies $a$ and $b$ and pairing strength $g>0$: each level must hold one pair, and the energy is $2a+2b-2g$, whereas a single pair can spread over both levels and reach $a+b-g-\sqrt{(a-b)^2+g^2}$. Two pairs therefore lie $2\sqrt{(a-b)^2+g^2}$ above twice the one-pair ground energy, and for any finite set of at least two levels, with the same coupling $g$ within each level and between all levels, the excess is still strictly positive.

In Lean 4 with Mathlib:

```lean
import Mathlib

open Matrix

namespace PauliRepulsionOfPairs

noncomputable section

variable {ι : Type*} [Fintype ι] [DecidableEq ι]

/-- The Hamiltonian of one pair on levels `e k` with pairing strength `g`:
the matrix `diag(2 e k) - g J`, where all entries of `J` are one. -/
def pairMatrix (e : ι → ℝ) (g : ℝ) : Matrix ι ι ℝ :=
  Matrix.diagonal (fun k => 2 * e k) - g • Matrix.of (fun _ _ => (1 : ℝ))

/-- `E0` is the lowest real eigenvalue of the matrix `M`. -/
def IsGroundEnergy (M : Matrix ι ι ℝ) (E0 : ℝ) : Prop :=
  IsLeast {E : ℝ | ∃ v : ι → ℝ, v ≠ 0 ∧ M *ᵥ v = E • v} E0

/-- The one-pair Hamiltonian multiplies each amplitude by twice the level energy and
subtracts `g` times the sum of all amplitudes. -/
theorem pairMatrix_mulVec (e : ι → ℝ) (g : ℝ) (v : ι → ℝ) (k : ι) :
    (pairMatrix e g *ᵥ v) k = 2 * e k * v k - g * ∑ m, v m := by
  rw [pairMatrix, Matrix.sub_mulVec, Pi.sub_apply, Matrix.mulVec_diagonal]
  simp [Matrix.mulVec, dotProduct, Finset.mul_sum]

/-- Multiplying two-pair amplitudes by the one-pair Hamiltonian from the right lets it act
on the second pair, with the level of the first pair held fixed. -/
theorem mul_pairMatrix_apply (e : ι → ℝ) (g : ℝ) (x : Matrix ι ι ℝ) (k l : ι) :
    (x * pairMatrix e g) k l = (pairMatrix e g *ᵥ x k) l := by
  have h : (x * (g • Matrix.of (fun _ _ => (1 : ℝ)) : Matrix ι ι ℝ)) k l
      = g * ∑ m, x k m := by
    simp [Matrix.mul_apply, Finset.mul_sum, mul_comm]
  rw [pairMatrix_mulVec, pairMatrix, Matrix.mul_sub, Matrix.sub_apply,
    Matrix.mul_diagonal, h]
  ring

/-- For amplitudes `x` without double occupation and `M = pairMatrix e g`, the sums in the entries
of `M x + x M` can leave out the doubly occupied terms. For `k ≠ l` the entry is that of the
two-pair Hamiltonian, in which each pair hops only to levels not blocked by the other. -/
theorem blocked_hopping (e : ι → ℝ) (g : ℝ) (x : Matrix ι ι ℝ)
    (hx : ∀ k, x k k = 0) (k l : ι) :
    (pairMatrix e g * x + x * pairMatrix e g) k l =
      (2 * e k + 2 * e l) * x k l
        - g * (∑ m ∈ Finset.univ.erase l, x m l + ∑ m ∈ Finset.univ.erase k, x k m) := by
  have h1 : ∑ m ∈ Finset.univ.erase l, x m l = ∑ m, x m l := Finset.sum_erase _ (hx l)
  have h2 : ∑ m ∈ Finset.univ.erase k, x k m = ∑ m, x k m := Finset.sum_erase _ (hx k)
  have h3 : (pairMatrix e g * x) k l = (pairMatrix e g *ᵥ fun m => x m l) k := rfl
  rw [Matrix.add_apply, h3, mul_pairMatrix_apply, pairMatrix_mulVec, pairMatrix_mulVec,
    h1, h2]
  ring

/-- Measured from its lowest eigenvalue, the one-pair Hamiltonian is positive
semidefinite. -/
theorem shifted_posSemidef {e : ι → ℝ} {g E0 : ℝ}
    (h0 : IsGroundEnergy (pairMatrix e g) E0) :
    (pairMatrix e g - E0 • (1 : Matrix ι ι ℝ)).PosSemidef := by
  have hM : (pairMatrix e g).IsHermitian := by
    refine Matrix.IsHermitian.ext fun i j => ?_
    by_cases h : i = j
    · subst h
      simp
    · simp [pairMatrix, Matrix.diagonal_apply_ne _ h, Matrix.diagonal_apply_ne _ (Ne.symm h)]
  have hB : (pairMatrix e g - E0 • (1 : Matrix ι ι ℝ)).IsHermitian :=
    hM.sub (by simp [Matrix.IsHermitian])
  refine hB.posSemidef_iff_eigenvalues_nonneg.mpr fun j => ?_
  -- an eigenvector of the shifted matrix is one of the pair Hamiltonian
  have h := hB.mulVec_eigenvectorBasis j
  have hv : (hB.eigenvectorBasis j).ofLp ≠ 0 := fun hz =>
    hB.eigenvectorBasis.orthonormal.ne_zero j (by ext i; exact congrFun hz i)
  rw [Matrix.sub_mulVec, Matrix.smul_mulVec, Matrix.one_mulVec] at h
  have hle : E0 ≤ hB.eigenvalues j + E0 :=
    h0.2 ⟨_, hv, by rw [add_smul, ← h, sub_add_cancel]⟩
  show (0 : ℝ) ≤ hB.eigenvalues j
  linarith

/-- Variational principle for one pair: no amplitude has an energy expectation below the
lowest eigenvalue. -/
theorem groundEnergy_le {e : ι → ℝ} {g E0 : ℝ}
    (h0 : IsGroundEnergy (pairMatrix e g) E0) (v : ι → ℝ) :
    E0 * (v ⬝ᵥ v) ≤ v ⬝ᵥ (pairMatrix e g *ᵥ v) := by
  have h := (shifted_posSemidef h0).dotProduct_mulVec_nonneg v
  rw [star_trivial, Matrix.sub_mulVec, Matrix.smul_mulVec, Matrix.one_mulVec,
    dotProduct_sub, dotProduct_smul, smul_eq_mul] at h
  linarith

/-- Cost of blocking: for `g > 0`, a nonzero one-pair amplitude that vanishes on some level
has an energy expectation strictly above the lowest eigenvalue. -/
theorem groundEnergy_lt_of_blocked {e : ι → ℝ} {g E0 : ℝ} (hg : 0 < g)
    (h0 : IsGroundEnergy (pairMatrix e g) E0) {v : ι → ℝ} (hv : v ≠ 0)
    {k : ι} (hk : v k = 0) :
    E0 * (v ⬝ᵥ v) < v ⬝ᵥ (pairMatrix e g *ᵥ v) := by
  refine lt_of_le_of_ne (groundEnergy_le h0 v) fun heq => hv ?_
  -- equality would make `v` a ground state
  have hz := ((shifted_posSemidef h0).dotProduct_mulVec_zero_iff v).mp (by
    rw [star_trivial, Matrix.sub_mulVec, Matrix.smul_mulVec, Matrix.one_mulVec,
      dotProduct_sub, dotProduct_smul, smul_eq_mul, heq, sub_self])
  rw [Matrix.sub_mulVec, Matrix.smul_mulVec, Matrix.one_mulVec, sub_eq_zero] at hz
  have hrow : ∀ j, 2 * e j * v j - g * ∑ m, v m = E0 * v j := fun j => by
    rw [← pairMatrix_mulVec, hz, Pi.smul_apply, smul_eq_mul]
  -- the row of the blocked level kills the total amplitude
  have hsum : g * ∑ m, v m = 0 := by
    have h := hrow k
    rw [hk] at h
    linarith
  funext j
  -- a pair sitting on level `j` has energy `2 e j - g`
  have hj := groundEnergy_le h0 (Pi.single j 1)
  have hs : ∑ i, (Pi.single j (1 : ℝ) : ι → ℝ) i = 1 := by simp [Pi.single_apply]
  simp only [single_dotProduct, one_mul, pairMatrix_mulVec, Pi.single_eq_same, hs,
    mul_one] at hj
  have hprod : (2 * e j - E0) * v j = 0 := by linear_combination hrow j + hsum
  exact (mul_eq_zero.mp hprod).resolve_left (by linarith)

/-- For `g > 0`, every nonzero two-pair amplitude without double occupation has an energy
expectation strictly above twice the one-pair ground energy. -/
theorem two_pair_expectation_gt {e : ι → ℝ} {g E0 : ℝ} (hg : 0 < g)
    (h0 : IsGroundEnergy (pairMatrix e g) E0) {x : Matrix ι ι ℝ} (hx : x ≠ 0)
    (hd : ∀ k, x k k = 0) :
    2 * E0 * ∑ k, ∑ l, x k l ^ 2 <
      ∑ k, ∑ l, x k l * (pairMatrix e g * x + x * pairMatrix e g) k l := by
  have hcol : ∀ l, E0 * ∑ k, x k l ^ 2 ≤ ∑ k, x k l * (pairMatrix e g * x) k l := by
    intro l
    have h := groundEnergy_le h0 (fun k => x k l)
    simp only [dotProduct, ← sq] at h
    exact h
  have hrow : ∀ k, E0 * ∑ l, x k l ^ 2 ≤ ∑ l, x k l * (x * pairMatrix e g) k l := by
    intro k
    have h := groundEnergy_le h0 (x k)
    simp only [dotProduct, ← sq] at h
    simpa only [mul_pairMatrix_apply] using h
  -- some row is nonzero, and it is blocked on the diagonal
  obtain ⟨k, hk⟩ : ∃ k, x k ≠ 0 := by
    by_contra hne
    push Not at hne
    exact hx (funext hne)
  have hlt : E0 * ∑ l, x k l ^ 2 < ∑ l, x k l * (x * pairMatrix e g) k l := by
    have h := groundEnergy_lt_of_blocked hg h0 hk (hd k)
    simp only [dotProduct, ← sq] at h
    simpa only [mul_pairMatrix_apply] using h
  have h1 : E0 * ∑ k, ∑ l, x k l ^ 2 < ∑ k, ∑ l, x k l * (x * pairMatrix e g) k l := by
    rw [Finset.mul_sum]
    exact Finset.sum_lt_sum (fun i _ => hrow i) ⟨k, Finset.mem_univ k, hlt⟩
  have h2 : E0 * ∑ k, ∑ l, x k l ^ 2 ≤ ∑ k, ∑ l, x k l * (pairMatrix e g * x) k l := by
    calc E0 * ∑ k, ∑ l, x k l ^ 2 = ∑ l, E0 * ∑ k, x k l ^ 2 := by
          rw [Finset.sum_comm, Finset.mul_sum]
      _ ≤ ∑ l, ∑ k, x k l * (pairMatrix e g * x) k l :=
          Finset.sum_le_sum fun l _ => hcol l
      _ = _ := Finset.sum_comm
  simp only [Matrix.add_apply, mul_add, Finset.sum_add_distrib]
  linarith

/-- Pauli repulsion of pairs: for `g > 0`, an energy `E` of two pairs that never share a
level is strictly larger than twice the ground energy of one pair. -/
theorem pauli_repulsion {e : ι → ℝ} {g E0 E : ℝ} (hg : 0 < g)
    (h0 : IsGroundEnergy (pairMatrix e g) E0) {x : Matrix ι ι ℝ} (hx : x ≠ 0)
    (hd : ∀ k, x k k = 0)
    (hE : ∀ k l, k ≠ l → (pairMatrix e g * x + x * pairMatrix e g) k l = E * x k l) :
    2 * E0 < E := by
  have h := two_pair_expectation_gt hg h0 hx hd
  -- the diagonal, where the equation is not imposed, has zero weight
  have hs : ∑ k, ∑ l, x k l * (pairMatrix e g * x + x * pairMatrix e g) k l
      = E * ∑ k, ∑ l, x k l ^ 2 := by
    simp only [Finset.mul_sum]
    refine Finset.sum_congr rfl fun k _ => Finset.sum_congr rfl fun l _ => ?_
    by_cases hkl : k = l
    · subst hkl
      rw [hd k]
      ring
    · rw [hE k l hkl]
      ring
  rw [hs] at h
  exact lt_of_mul_lt_mul_right h
    (Finset.sum_nonneg fun k _ => Finset.sum_nonneg fun l _ => sq_nonneg (x k l))

/-- Without the exclusion of double occupation there is no repulsion: two pairs in the same
one-pair eigenstate of energy `E0` have energy exactly `2 E0`. -/
theorem no_repulsion_without_exclusion {e : ι → ℝ} {g E0 : ℝ} {v : ι → ℝ}
    (hv : pairMatrix e g *ᵥ v = E0 • v) :
    pairMatrix e g * Matrix.vecMulVec v v + Matrix.vecMulVec v v * pairMatrix e g
      = (2 * E0) • Matrix.vecMulVec v v := by
  have hrow : ∀ j, 2 * e j * v j - g * ∑ m, v m = E0 * v j := fun j => by
    rw [← pairMatrix_mulVec, hv, Pi.smul_apply, smul_eq_mul]
  ext k l
  have h3 : (pairMatrix e g * Matrix.vecMulVec v v) k l
      = (pairMatrix e g *ᵥ fun m => Matrix.vecMulVec v v m l) k := rfl
  rw [Matrix.add_apply, h3, mul_pairMatrix_apply, pairMatrix_mulVec, pairMatrix_mulVec]
  simp only [Matrix.vecMulVec_apply, Matrix.smul_apply, smul_eq_mul, ← Finset.sum_mul,
    ← Finset.mul_sum]
  linear_combination v l * hrow k + v k * hrow l

/-- The amplitudes of two pairs that occupy different levels of a two-level system. -/
def pairsApart : Matrix (Fin 2) (Fin 2) ℝ := !![0, 1; 1, 0]

/-- Two levels `a`, `b` with `g > 0`: one pair has ground energy
`a + b - g - √((a - b)² + g²)`, and two pairs on different levels have energy
`2 a + 2 b - 2 g`. -/
theorem two_level_witness (a b : ℝ) {g : ℝ} (hg : 0 < g) :
    IsGroundEnergy (pairMatrix ![a, b] g) (a + b - g - √((a - b) ^ 2 + g ^ 2)) ∧
    ∀ k l : Fin 2, k ≠ l →
      (pairMatrix ![a, b] g * pairsApart + pairsApart * pairMatrix ![a, b] g) k l
        = (2 * a + 2 * b - 2 * g) * pairsApart k l := by
  constructor
  · have hs : √((a - b) ^ 2 + g ^ 2) ^ 2 = (a - b) ^ 2 + g ^ 2 :=
      Real.sq_sqrt (by positivity)
    have hs0 : 0 ≤ √((a - b) ^ 2 + g ^ 2) := Real.sqrt_nonneg _
    generalize √((a - b) ^ 2 + g ^ 2) = s at hs hs0 ⊢
    constructor
    · refine ⟨![g, a - b + s], fun h => hg.ne' (by simpa using congrFun h 0), ?_⟩
      funext i
      rw [pairMatrix_mulVec, Fin.sum_univ_two]
      fin_cases i
      · show 2 * a * g - g * (g + (a - b + s)) = (a + b - g - s) * g
        ring
      · show 2 * b * (a - b + s) - g * (g + (a - b + s)) = (a + b - g - s) * (a - b + s)
        linear_combination hs
    · rintro μ ⟨v, hv, h⟩
      have h0 := congrFun h 0
      have h1 := congrFun h 1
      rw [pairMatrix_mulVec, Fin.sum_univ_two] at h0 h1
      change 2 * a * v 0 - g * (v 0 + v 1) = μ * v 0 at h0
      change 2 * b * v 1 - g * (v 0 + v 1) = μ * v 1 at h1
      -- the characteristic equation
      have key : (μ - (a + b - g)) ^ 2 - s ^ 2 = 0 := by
        by_contra hne
        have e0 : ((μ - (a + b - g)) ^ 2 - s ^ 2) * v 0 = 0 := by
          linear_combination (2 * b - g - μ) * h0 + g * h1 - v 0 * hs
        have e1 : ((μ - (a + b - g)) ^ 2 - s ^ 2) * v 1 = 0 := by
          linear_combination (2 * a - g - μ) * h1 + g * h0 - v 1 * hs
        apply hv
        funext i
        fin_cases i
        · exact (mul_eq_zero.mp e0).resolve_left hne
        · exact (mul_eq_zero.mp e1).resolve_left hne
      by_contra hlt
      have hlt' : μ < a + b - g - s := lt_of_not_ge hlt
      have hp : 0 < (a + b - g - μ - s) * (a + b - g - μ + s) :=
        mul_pos (by linarith) (by linarith)
      nlinarith
  · intro k l h
    have h3 : (pairMatrix ![a, b] g * pairsApart) k l
        = (pairMatrix ![a, b] g *ᵥ fun m => pairsApart m l) k := rfl
    rw [Matrix.add_apply, h3, mul_pairMatrix_apply, pairMatrix_mulVec, pairMatrix_mulVec]
    simp only [Fin.sum_univ_two]
    fin_cases k <;> fin_cases l <;> simp [pairsApart] at h ⊢ <;>
      ring

end

end PauliRepulsionOfPairs
```

```lean
#print axioms PauliRepulsionOfPairs.blocked_hopping
-- 'PauliRepulsionOfPairs.blocked_hopping' depends on axioms: [propext, Classical.choice, Quot.sound]
#print axioms PauliRepulsionOfPairs.two_pair_expectation_gt
-- 'PauliRepulsionOfPairs.two_pair_expectation_gt' depends on axioms: [propext, Classical.choice, Quot.sound]
#print axioms PauliRepulsionOfPairs.pauli_repulsion
-- 'PauliRepulsionOfPairs.pauli_repulsion' depends on axioms: [propext, Classical.choice, Quot.sound]
#print axioms PauliRepulsionOfPairs.no_repulsion_without_exclusion
-- 'PauliRepulsionOfPairs.no_repulsion_without_exclusion' depends on axioms: [propext, Classical.choice, Quot.sound]
```

## Pairs as amplitudes

The levels are the elements of a finite type `ι`, with real energies $e_k$. One pair has amplitudes $v_k$, and `pairMatrix e g` is its Hamiltonian $M$:

$$(Mv)_k = 2e_kv_k - g\sum_m v_m .$$

The attraction includes the term in which the pair stays put, so a pair confined to level $j$ has energy $2e_j-g$. `IsGroundEnergy` says that $E_0$ is the least real eigenvalue of $M$; it always refers to one pair.

Two pairs have amplitudes $x_{kl}$, and the hypothesis `hd`, $x_{kk}=0$, is the Pauli principle: a level holds at most one pair. Because of these zeros, `blocked_hopping` gives

$$(Mx+xM)_{kl}=(2e_k+2e_l)x_{kl}-g\Big(\sum_{m\ne l}x_{ml}+\sum_{m\ne k}x_{km}\Big),$$

which for $k\neq l$ is the action of the two-pair Hamiltonian: each pair moves only to levels that the other leaves free. The diagonal entries of $Mx+xM$, which would put both pairs on one level, are not part of it, so the eigenvalue equation `hE` is imposed for $k\neq l$ only. Physical pair amplitudes are symmetric, but `pauli_repulsion` doesn't need this.

The step left to the reader is the passage from the fermionic pairing Hamiltonian to this equation, by applying it to $\sum_{k\ne l}x_{kl}b_k^\dagger b_l^\dagger|0\rangle$, where $b_k^\dagger$ creates a pair on level $k$. The result concerns exact energies of the reduced BCS model, restricted to two pairs, finitely many levels and one uniform coupling.

## An empty level costs energy

Since $M$ is real and symmetric, the spectral theorem makes $M-E_0$ positive semidefinite (`shifted_posSemidef`). Hence $v\cdot Mv\ge E_0\,v\cdot v$ for every $v$ (`groundEnergy_le`).

Now let $v\ne0$ vanish on some level $k$. If equality held, semidefiniteness would give $Mv=E_0v$. Row $k$ then reads $-g\sum_m v_m=0$, and every other row reduces to $(2e_j-E_0)v_j=0$. The variational bound for a pair confined to level $j$ gives $2e_j-g\ge E_0$, so $2e_j-E_0\ge g>0$ and $v_j=0$. All amplitudes vanish, a contradiction. This is `groundEnergy_lt_of_blocked`, where `hrow` is the eigenvalue equation by rows and `hsum` is row $k$.

Assuming only $g\ge0$ would not suffice for the strict inequality between $E$ and $2E_0$: at $g=0$, two pairs on two degenerate lowest levels have energy exactly $2E_0$.

## From rows and columns to two pairs

Write $r_k$ for the rows of $x$ and $c_l$ for its columns. Then

$$\sum_{kl}x_{kl}(Mx+xM)_{kl}=\sum_l c_l\cdot Mc_l+\sum_k r_k\cdot Mr_k .$$

Each sum is at least $E_0\sum_{kl}x_{kl}^2$. Some row $r_k$ is nonzero, and its entry $x_{kk}$ is zero, so the row sum is strictly larger. `two_pair_expectation_gt` adds the two bounds; dividing by $\sum_{kl}x_{kl}^2$ gives the normalised energy.

In `pauli_repulsion`, multiplying the eigenvalue equation by $x_{kl}$ and summing turns the left side into $E\sum_{kl}x_{kl}^2$, since the diagonal has zero weight. Therefore $E>2E_0$.

If double occupation were allowed, the product $x_{kl}=v_kv_l$ with $Mv=E_0v$ would satisfy $Mx+xM=2E_0x$ (`no_repulsion_without_exclusion`). The excess thus comes from exclusion.

`two_level_witness` proves the opening formulas. With $s=\sqrt{(a-b)^2+g^2}$, it checks the eigenvector $(g,\,a-b+s)$, to be divided by $\sqrt{g^2+(a-b+s)^2}$ for unit norm, and derives $(\mu-(a+b-g))^2=s^2$ for every eigenvalue $\mu$, so none lies lower. The two-pair energy follows entry by entry from `pairsApart`; for the state $\sum_{k\ne l}x_{kl}b_k^\dagger b_l^\dagger|0\rangle$ to have unit norm, its off-diagonal entries would be $1/2$ instead of $1$.

## The excess in a diagonalisation

For $N\ge2$ levels, a calculation uses the $N(N-1)/2$ configurations $k<l$. The diagonal elements are $2e_k+2e_l-2g$, and configurations that share exactly one level are coupled by $-g$. For three levels at zero energy, the one-pair ground energy is $-3g$. The two-pair matrix has $-2g$ on the diagonal and $-g$ elsewhere, with lowest eigenvalue $-4g$. The excess over $2E_0=-6g$ is $2g$.
